# The Verlet splitting matches a shadow generator through fourth order in the time step

If you read a vibrational frequency off a Verlet trajectory as though the run had followed the original equations of motion, the time-step error is charged to the force field. The splitting follows a slightly different generator, and its leading correction can be computed.

## The generator that the step follows

Let $A$ and $B$ be elements of an associative algebra over the rationals, for example the matrices of drift and kick for a harmonic force. Let $t$ be the time step, $[x,y]=xy-yx$, and

$$E(x)=1+x+\tfrac{x^2}{2}+\tfrac{x^3}{6}+\tfrac{x^4}{24},\qquad C=\tfrac1{12}[B,[B,A]]-\tfrac1{24}[A,[A,B]].$$

Then $S(t)=E(tA/2)\,E(tB)\,E(tA/2)$ and $E(t(A+B)+t^3C)$ have equal coefficients of $t^0$ to $t^4$. Here $E$ is the exponential series cut after the fourth power; the omitted powers enter only from $t^5$ on. Through order $t^3$, the shadow generator is thus $A+B+t^2C$.

Conversely, let $G(t)=g_1t+g_2t^2+\cdots$ be a polynomial without constant term. If $E(G)$ matches $S$ through $t^4$, then $g_1=A+B$, $g_2=0$, $g_3=C$ and $g_4=0$.

## Extrapolating to zero time step

Extrapolating a Verlet frequency linearly in $t^2$ is motivated by a generator error that starts at $t^2$ and has no $t^3$ term. The identity supplies this as a formal expansion, without a remainder bound. It applies equally to split-operator quantum propagation in a finite basis, with $A$ and $B$ proportional to the kinetic and potential matrices.

## Matching the words in $A$ and $B$

Collecting powers of $t$ in $E(G)$ gives

- $t^1$: $g_1$
- $t^2$: $g_2+\frac12g_1^2$
- $t^3$: $g_3+\frac12(g_1g_2+g_2g_1)+\frac16g_1^3$
- $t^4$: $g_4+\frac12(g_1g_3+g_2^2+g_3g_1)+\frac16(g_1^2g_2+g_1g_2g_1+g_2g_1^2)+\frac1{24}g_1^4$

In $S$, the coefficient of $t^n$ is the sum of $A^iB^jA^k/(2^{i+k}\,i!\,j!\,k!)$ over $i+j+k=n$. For $n=1$ and $n=2$ this gives $A+B$ and $\frac12(A^2+AB+BA+B^2)=\frac12(A+B)^2$. For $n=3$, subtracting $\frac16(A+B)^3$ leaves

$$\tfrac1{12}(B^2A-2BAB+AB^2)-\tfrac1{24}(A^2B-2ABA+BA^2)=C.$$

For $n=4$, subtract $\frac1{24}(A+B)^4$, which gives every word weight $\frac1{24}$. Reversed words have equal weights.

| Word | Weight in $S$ | Remainder |
|---|---|---|
| $A^4$, $B^4$ | $1/24$ | $0$ |
| $A^3B$ | $1/48$ | $-1/48$ |
| $A^2BA$, $A^2B^2$ | $1/16$ | $1/48$ |
| $AB^2A$ | $1/8$ | $1/12$ |
| $AB^3$ | $1/12$ | $1/24$ |
| $ABAB$, $BA^2B$, $BAB^2$ | $0$ | $-1/24$ |

These remainders are the weights in $\frac12((A+B)C+C(A+B))$. Comparing with $E(G)$ order by order now fixes $g_1,\dots,g_4$ in turn, and substituting them back gives the match stated first.

## An oscillator with $\omega=1$ and $t=0.2$

For unit mass and force $-\omega^2q$, acting on (position, momentum),

$$A+B+t^2C=\begin{pmatrix}0&1-t^2\omega^2/12\\-\omega^2-t^2\omega^4/6&0\end{pmatrix}.$$

Its square is $-\omega^2(1+t^2\omega^2/12-t^4\omega^4/72)$ times the identity. With $\omega=1$ and $t=0.2$ the bracket is $1+0.003333-0.000022=1.003311$, a frequency of about $1.00165$. The Verlet matrix has trace $2-t^2$, so the run oscillates at $2\arcsin(0.1)/0.2\approx1.00167$.

## The Lean file

```lean
import Mathlib

open Polynomial

namespace VerletShadow

noncomputable section

variable {R : Type*} [Ring R]

/-- The commutator `[x, y] = x y - y x`. -/
def comm (x y : R) : R := x * y - y * x

/-- The coefficients of `t^0` to `t^4` in a product of two polynomials in the time step. -/
theorem low_coeff_mul (p q : R[X]) :
    (p * q).coeff 0 = p.coeff 0 * q.coeff 0 ∧
    (p * q).coeff 1 = p.coeff 0 * q.coeff 1 + p.coeff 1 * q.coeff 0 ∧
    (p * q).coeff 2 = p.coeff 0 * q.coeff 2 + p.coeff 1 * q.coeff 1 + p.coeff 2 * q.coeff 0 ∧
    (p * q).coeff 3 = p.coeff 0 * q.coeff 3 + p.coeff 1 * q.coeff 2 + p.coeff 2 * q.coeff 1
      + p.coeff 3 * q.coeff 0 ∧
    (p * q).coeff 4 = p.coeff 0 * q.coeff 4 + p.coeff 1 * q.coeff 3 + p.coeff 2 * q.coeff 2
      + p.coeff 3 * q.coeff 1 + p.coeff 4 * q.coeff 0 := by
  refine ⟨?_, ?_, ?_, ?_, ?_⟩ <;>
    simp [coeff_mul, Finset.Nat.sum_antidiagonal_eq_sum_range_succ_mk, Finset.sum_range_succ]

variable [Algebra ℚ R]

/-- The exponential series cut after the fourth power. -/
def expFour {S : Type*} [Ring S] [Algebra ℚ S] (x : S) : S :=
  1 + x + (1 / 2 : ℚ) • x ^ 2 + (1 / 6 : ℚ) • x ^ 3 + (1 / 24 : ℚ) • x ^ 4

/-- One Verlet step: half a step with `A`, a full step with `B`, half a step with `A`. Each
exponential is cut after the fourth power, and the polynomial variable is the time step. -/
def verlet (A B : R) : R[X] :=
  expFour (C ((1 / 2 : ℚ) • A) * X) * expFour (C B * X) * expFour (C ((1 / 2 : ℚ) • A) * X)

/-- The correction `[B,[B,A]]/12 - [A,[A,B]]/24` to the generator `A + B`. -/
def shadowCorrection (A B : R) : R :=
  (1 / 12 : ℚ) • comm B (comm B A) - (1 / 24 : ℚ) • comm A (comm A B)

/-- The exponential of a polynomial `G` in the time step without constant term, expanded through
fourth order in the time step. -/
theorem coeff_expFour (G : R[X]) (h0 : G.coeff 0 = 0) :
    (expFour G).coeff 0 = 1 ∧
    (expFour G).coeff 1 = G.coeff 1 ∧
    (expFour G).coeff 2 = G.coeff 2 + (1 / 2 : ℚ) • G.coeff 1 ^ 2 ∧
    (expFour G).coeff 3 = G.coeff 3
      + (1 / 2 : ℚ) • (G.coeff 1 * G.coeff 2 + G.coeff 2 * G.coeff 1)
      + (1 / 6 : ℚ) • G.coeff 1 ^ 3 ∧
    (expFour G).coeff 4 = G.coeff 4
      + (1 / 2 : ℚ) • (G.coeff 1 * G.coeff 3 + G.coeff 2 * G.coeff 2 + G.coeff 3 * G.coeff 1)
      + (1 / 6 : ℚ) • (G.coeff 1 * G.coeff 1 * G.coeff 2 + G.coeff 1 * G.coeff 2 * G.coeff 1
        + G.coeff 2 * G.coeff 1 * G.coeff 1)
      + (1 / 24 : ℚ) • G.coeff 1 ^ 4 := by
  refine ⟨?_, ?_, ?_, ?_, ?_⟩ <;>
    simp only [expFour, pow_succ, pow_zero, one_mul, coeff_add, coeff_smul, low_coeff_mul, h0,
      coeff_one, one_ne_zero, OfNat.ofNat_ne_zero, if_true, if_false, zero_mul, mul_zero,
      add_zero, zero_add, smul_zero, mul_add, mul_assoc]

/-- The flow of a constant generator `A` has the coefficients `A^k / k!` through fourth order. -/
theorem coeff_expFour_linear (A : R) :
    (expFour (C A * X)).coeff 0 = 1 ∧
    (expFour (C A * X)).coeff 1 = A ∧
    (expFour (C A * X)).coeff 2 = (1 / 2 : ℚ) • A ^ 2 ∧
    (expFour (C A * X)).coeff 3 = (1 / 6 : ℚ) • A ^ 3 ∧
    (expFour (C A * X)).coeff 4 = (1 / 24 : ℚ) • A ^ 4 := by
  have h0 : (C A * X).coeff 0 = 0 := by simp only [coeff_C_mul, coeff_X]; simp
  have h1 : (C A * X).coeff 1 = A := by simp only [coeff_C_mul, coeff_X]; simp
  have h2 : (C A * X).coeff 2 = 0 := by simp only [coeff_C_mul, coeff_X]; simp
  have h3 : (C A * X).coeff 3 = 0 := by simp only [coeff_C_mul, coeff_X]; simp
  have h4 : (C A * X).coeff 4 = 0 := by simp only [coeff_C_mul, coeff_X]; simp
  have h := coeff_expFour (C A * X) h0
  simp only [h1, h2, h3, h4, mul_zero, zero_mul, add_zero, zero_add, smul_zero] at h
  exact h

/-- The Verlet step through fourth order in the time step, written in terms of `A + B` and
the shadow correction. -/
theorem coeff_verlet (A B : R) :
    (verlet A B).coeff 0 = 1 ∧
    (verlet A B).coeff 1 = A + B ∧
    (verlet A B).coeff 2 = (1 / 2 : ℚ) • (A + B) ^ 2 ∧
    (verlet A B).coeff 3 = shadowCorrection A B + (1 / 6 : ℚ) • (A + B) ^ 3 ∧
    (verlet A B).coeff 4 =
      (1 / 2 : ℚ) • ((A + B) * shadowCorrection A B + shadowCorrection A B * (A + B))
      + (1 / 24 : ℚ) • (A + B) ^ 4 := by
  -- expand everything into words in `A` and `B`, then compare their rational weights
  refine ⟨?_, ?_, ?_, ?_, ?_⟩ <;>
    simp only [verlet, low_coeff_mul, coeff_expFour_linear, shadowCorrection, comm, pow_succ,
      pow_zero, one_mul, mul_one, mul_add, add_mul, mul_sub, sub_mul, smul_mul_assoc,
      mul_smul_comm, mul_assoc] <;>
    module

/-- An exponent `G` without constant term reproduces the Verlet step through fourth order exactly
when its coefficients of `t, t^2, t^3, t^4` are `A + B`, zero, the shadow correction and zero. -/
theorem generator_iff (A B : R) (G : R[X]) (h0 : G.coeff 0 = 0) :
    (∀ k ≤ 4, (verlet A B).coeff k = (expFour G).coeff k) ↔
      G.coeff 1 = A + B ∧ G.coeff 2 = 0 ∧ G.coeff 3 = shadowCorrection A B ∧
        G.coeff 4 = 0 := by
  obtain ⟨e0, e1, e2, e3, e4⟩ := coeff_expFour G h0
  obtain ⟨v0, v1, v2, v3, v4⟩ := coeff_verlet A B
  constructor
  · intro h
    -- each order in the time step fixes one further coefficient of the exponent
    have h1 : G.coeff 1 = A + B := by
      rw [← e1, ← v1]
      exact (h 1 (by norm_num)).symm
    have k2 := h 2 (by norm_num)
    rw [e2, v2, h1] at k2
    have h2 : G.coeff 2 = 0 := add_eq_right.mp k2.symm
    have k3 := h 3 (by norm_num)
    rw [e3, v3, h1, h2, mul_zero, zero_mul, add_zero, smul_zero, add_zero] at k3
    have h3 : G.coeff 3 = shadowCorrection A B := (add_right_cancel k3).symm
    have k4 := h 4 (by norm_num)
    rw [e4, v4, h1, h2, h3] at k4
    simp only [mul_zero, zero_mul, add_zero, smul_zero] at k4
    rw [add_assoc] at k4
    exact ⟨h1, h2, h3, add_eq_right.mp k4.symm⟩
  · rintro ⟨h1, h2, h3, h4⟩ k hk
    interval_cases k
    · rw [v0, e0]
    · rw [v1, e1, h1]
    · rw [v2, e2, h1, h2, zero_add]
    · simp only [v3, e3, h1, h2, h3, mul_zero, zero_mul, add_zero, smul_zero]
    · simp only [v4, e4, h1, h2, h3, h4, mul_zero, zero_mul, add_zero, zero_add, smul_zero]

/-- The Verlet step agrees with the flow of the shadow generator `A + B + t^2 C` over one
time step `t`, in all orders from `t^0` to `t^4`; here `C` is the shadow correction. -/
theorem verlet_eq_shadow_flow (A B : R) (k : ℕ) (hk : k ≤ 4) :
    (verlet A B).coeff k =
      (expFour (C (A + B) * X + C (shadowCorrection A B) * X ^ 3)).coeff k := by
  refine (generator_iff A B _ ?_).mpr ⟨?_, ?_, ?_, ?_⟩ k hk <;>
    simp only [coeff_add, coeff_C_mul, coeff_X, coeff_X_pow] <;> simp

/-- Drift of a particle of unit mass, acting on the column (position, momentum). -/
def drift : Matrix (Fin 2) (Fin 2) ℝ := !![0, 1; 0, 0]

/-- Kick by the harmonic force `-ω^2 q`, acting on the column (position, momentum). -/
def kick (ω : ℝ) : Matrix (Fin 2) (Fin 2) ℝ := !![0, 0; -ω ^ 2, 0]

/-- The shadow correction of the harmonic oscillator for the drift-kick-drift step. -/
theorem oscillator_correction (ω : ℝ) :
    shadowCorrection drift (kick ω) = !![0, -ω ^ 2 / 12; -ω ^ 4 / 6, 0] := by
  ext i j
  fin_cases i <;> fin_cases j <;>
    simp [shadowCorrection, comm, drift, kick, Matrix.mul_apply, Fin.sum_univ_succ,
      Rat.smul_def] <;>
    ring

/-- The shadow generator of the harmonic oscillator squares to a multiple of the identity,
`-ω^2 (1 + t^2 ω^2 / 12 - t^4 ω^4 / 72)`. -/
theorem oscillator_shadow_sq (ω t : ℝ) :
    (drift + kick ω + t ^ 2 • shadowCorrection drift (kick ω)) ^ 2 =
      (-(ω ^ 2 * (1 + t ^ 2 * ω ^ 2 / 12 - t ^ 4 * ω ^ 4 / 72))) •
        (1 : Matrix (Fin 2) (Fin 2) ℝ) := by
  rw [oscillator_correction, pow_two (drift + kick ω + _)]
  ext i j
  fin_cases i <;> fin_cases j <;>
    simp [drift, kick, Matrix.mul_apply, Fin.sum_univ_succ] <;>
    ring

end

end VerletShadow
```

```lean
#print axioms VerletShadow.verlet_eq_shadow_flow
#print axioms VerletShadow.oscillator_shadow_sq
```

```
'VerletShadow.verlet_eq_shadow_flow' depends on axioms: [propext, Classical.choice, Quot.sound]
'VerletShadow.oscillator_shadow_sq' depends on axioms: [propext, Classical.choice, Quot.sound]
```

## What the theorems cover

`R` is the algebra, and the variable `X` of `R[X]` is the time step, which commutes with everything. `G.coeff k` is $g_k$, so `G` is the whole exponent, with the factor $t$ included. In the code `C` embeds constants into polynomials; the correction is `shadowCorrection`.

`low_coeff_mul` multiplies out low orders, and `coeff_expFour` applies it to the powers of `G`. `coeff_expFour_linear` treats one factor of the splitting. In `coeff_verlet`, `simp only` expands into words and `module` compares their rational weights, as in the table. `generator_iff` solves for the coefficients in turn, and `verlet_eq_shadow_flow` uses its reverse direction. The oscillator theorems compare matrix entries.

The order is drift-kick-drift; for kick-drift-kick, exchange $A$ and $B$. The theorems bound no error at finite $t$ and say nothing about convergence or long-time energy conservation. `oscillator_shadow_sq` concerns the truncated generator: its $t^2$ term is the leading shift of the squared Verlet frequency, but its $t^4$ term is incomplete, because the next generator correction contributes at that order.
